# Equal isotropic exchange with a hole gives trion spin levels 0, 2c and −4c, with the electron singlet at 0

Two electron spins coupled to one hole spin by \(H = c\sum_i(\sigma_i^1+\sigma_i^2)\tau_i\), with \(c\) real and nonzero, have the levels \(0\) (twice), \(2c\) (four times) and \(-4c\) (twice). The zero level is the electron singlet with any hole spin. This is supposed to show that adding an electron to an exciton removes the exchange splitting of the ground state. But zero is never the lowest level: for \(c>0\) the level \(-4c\) lies below it, and for \(c<0\) the level \(2c\) does. In what sense, then, is the singlet the ground state, and what has happened to the splitting?

## The orbitals select the singlet, and exchange leaves it at zero

The singlet is the ground state of the whole trion when both electrons occupy the same lowest orbital, because the Pauli principle then forces their spins into a singlet. The orbital energy that favours this is not part of \(H\). Within the singlet, \(H\) vanishes for both hole spin directions, so this coupling neither shifts nor splits these two states. In an exciton, by contrast, the same coupling separates three states at \(c\) from one at \(-3c\).

The constant \(c\) stands for the strength of the electron–hole exchange interaction, which depends on the overlap of the orbitals. Here it is a given number, the same for both electrons.

### Exchange as a swap of spins

Write \(0\) for up and \(1\) for down, and let \(\sigma_i\) and \(\tau_i\) be the Pauli matrices of an electron and of the hole. Consider one electron and the hole, in that order. On \(|00\rangle\), the \(x\) and \(y\) terms give \(|11\rangle\) and \(-|11\rangle\), which cancel, and the \(z\) term gives \(|00\rangle\). On \(|01\rangle\), the \(x\) and \(y\) terms each give \(|10\rangle\), and the \(z\) term gives \(-|01\rangle\). The other two states follow by flipping both spins. Hence

\[
\sum_i \sigma_i\tau_i = 2P-1,
\]

where \(P\) swaps the two spins. For the exciton, the three symmetric states have \(P=1\) and energy \(c\), and the antisymmetric one has \(P=-1\) and energy \(-3c\).

For the trion, let \(\psi(a,b,h)\) be the amplitude for electron spins \(a,b\) and hole spin \(h\). Adding the two swap terms gives

\[
(H\psi)(a,b,h)=2c\,[\psi(h,b,a)+\psi(a,h,b)-\psi(a,b,h)].
\]

### The eight trion states

In the kets below, the hole spin comes last.

- **Quartet.** The states \(|000\rangle\), \((|001\rangle+|010\rangle+|100\rangle)/\sqrt3\), \((|110\rangle+|101\rangle+|011\rangle)/\sqrt3\) and \(|111\rangle\) are unchanged by every swap. Their energy is \(2c(1+1-1)=2c\).
- **Doublet.** Take \(D=(2|001\rangle-|010\rangle-|100\rangle)/\sqrt6\). Swapping the hole with electron 1 gives \((2|100\rangle-|010\rangle-|001\rangle)/\sqrt6\), and with electron 2 gives \((2|010\rangle-|001\rangle-|100\rangle)/\sqrt6\). The two add up to \(-D\), so the energy is \(2c(-1-1)=-4c\). Flipping all spins gives the partner state.
- **Electron singlet.** The states \((|010\rangle-|100\rangle)/\sqrt2\) and \((|011\rangle-|101\rangle)/\sqrt2\) have energy \(0\). In the first, the two swaps give \((|010\rangle-|001\rangle)/\sqrt2\) and \((|001\rangle-|100\rangle)/\sqrt2\), whose sum is the state itself, so the bracket vanishes. The second follows by flipping all spins and changing the overall sign.

These eight states are orthonormal and therefore complete, so

\[
\det(X-H)=X^2(X-2c)^4(X+4c)^2 .
\]

### Why nothing else lies at zero

Let \(c\neq0\) and \(H\psi=0\). Then \(\psi(h,b,a)+\psi(a,h,b)=\psi(a,b,h)\) for all spins. The choices \((a,b,h)=(0,0,0)\) and \((1,1,1)\) give \(\psi(0,0,0)=\psi(1,1,1)=0\). The choices \((0,1,0)\) and \((1,0,1)\) give \(\psi(0,0,1)=\psi(1,1,0)=0\). Finally, \((0,0,1)\) and \((1,1,0)\) give \(\psi(1,0,0)=-\psi(0,1,0)\) and \(\psi(1,0,1)=-\psi(0,1,1)\). What remains is the electron singlet times the hole amplitude \(\varphi(h)=\psi(0,1,h)\).

The condition \(c\neq0\) matters for this direction. At \(c=0\) the Hamiltonian is zero and annihilates \(|000\rangle\), which is not an electron singlet.

### What the Lean statements say

A wavefunction is a function `ψ : Spins → ℂ`, with arguments ordered as electron 1, electron 2, hole. `trionH c` is the \(8\times8\) matrix built from Kronecker products of Pauli matrices, and `excitonH c` is its \(4\times4\) analogue. The type of `c` is `ℝ`, and `trionH_isHermitian` confirms that the trion matrix is Hermitian.

`trion_spectrum` and `exciton_spectrum` give the characteristic polynomials, so levels are counted as roots with multiplicity. Both hold for every real `c`; at `c = 0` all the roots merge at zero.

`trion_zero_space` assumes `c ≠ 0` and says that `trionH c *ᵥ ψ = 0` holds exactly when some `φ : Fin 2 → ℂ` satisfies `ψ (a, b, h) = singlet a b * φ h` for all spins. The matrix `singlet` has entries \(1\) and \(-1\); the normalised electron state carries a further factor \(1/\sqrt2\).

The model treats the hole as an isotropic spin one-half. It has no orbitals, no anisotropy of the kind heavy holes show, and no separate couplings for the two electrons. It also leaves out the spin-independent part of the exchange, which shifts all eight states alike. The Pauli argument that makes the singlet the ground state comes from outside the model. For reading trion fine structure in Bethe–Salpeter-type calculations, the result says that this coupling does not split a trion whose electrons form a singlet.

```lean
import Mathlib

open scoped Matrix Kronecker
open Polynomial (X C)

namespace TrionExchange

/-- Spin configurations (electron 1, electron 2, hole); 0 is up and 1 is down. -/
abbrev Spins := Fin 2 × Fin 2 × Fin 2

/-- The three Pauli matrices. -/
noncomputable def pauli : Fin 3 → Matrix (Fin 2) (Fin 2) ℂ :=
  ![!![0, 1; 1, 0], !![0, -Complex.I; Complex.I, 0], !![1, 0; 0, -1]]

/-- Exchange Hamiltonian of an exciton, `c ∑ σᵢ τᵢ`, for one electron and one hole. -/
noncomputable def excitonH (c : ℝ) : Matrix (Fin 2 × Fin 2) (Fin 2 × Fin 2) ℂ :=
  (c : ℂ) • ∑ i, pauli i ⊗ₖ pauli i

/-- Exchange Hamiltonian of a trion, `c ∑ (σᵢ¹ + σᵢ²) τᵢ`, for two electrons and one hole. -/
noncomputable def trionH (c : ℝ) : Matrix Spins Spins ℂ :=
  (c : ℂ) • ∑ i, (pauli i ⊗ₖ ((1 : Matrix (Fin 2) (Fin 2) ℂ) ⊗ₖ pauli i)
    + (1 : Matrix (Fin 2) (Fin 2) ℂ) ⊗ₖ (pauli i ⊗ₖ pauli i))

/-- Dirac's exchange identity: the scalar product of two Pauli vectors is twice the
swap of the two spins minus the identity. -/
theorem dirac_exchange (a b a' b' : Fin 2) :
    ∑ i, pauli i a a' * pauli i b b' =
      2 * ((1 : Matrix (Fin 2) (Fin 2) ℂ) a b' * (1 : Matrix (Fin 2) (Fin 2) ℂ) b a')
        - (1 : Matrix (Fin 2) (Fin 2) ℂ) a a' * (1 : Matrix (Fin 2) (Fin 2) ℂ) b b' := by
  fin_cases a <;> fin_cases b <;> fin_cases a' <;> fin_cases b' <;>
    simp [pauli, Fin.sum_univ_three] <;> norm_num

/-- The trion exchange Hamiltonian is Hermitian. -/
theorem trionH_isHermitian (c : ℝ) : (trionH c).IsHermitian := by
  have hp : ∀ i, (pauli i)ᴴ = pauli i := by
    intro i
    ext a b
    fin_cases i <;> fin_cases a <;> fin_cases b <;> simp [pauli]
  simp [Matrix.IsHermitian, trionH, Matrix.conjTranspose_smul, Matrix.conjTranspose_sum,
    Matrix.conjTranspose_kronecker, hp]

/-- The exciton Hamiltonian acts on a spin wavefunction as `c` times the following operator: twice
the swap of electron and hole spin, minus the identity. -/
theorem excitonH_mulVec (c : ℝ) (ψ : Fin 2 × Fin 2 → ℂ) (a h : Fin 2) :
    (excitonH c *ᵥ ψ) (a, h) = c * (2 * ψ (h, a) - ψ (a, h)) := by
  have entry : ∀ a' h', excitonH c (a, h) (a', h') =
      c * ∑ i, pauli i a a' * pauli i h h' := by
    intro a' h'
    simp only [excitonH, Matrix.smul_apply, Matrix.sum_apply, Matrix.kroneckerMap_apply,
      smul_eq_mul]
  simp only [Matrix.mulVec, dotProduct, Fintype.sum_prod_type, entry, dirac_exchange]
  fin_cases a <;> fin_cases h <;>
    simp [Fin.sum_univ_two, Matrix.one_apply, -mul_eq_mul_left_iff, -mul_eq_mul_right_iff] <;>
    ring

/-- The trion Hamiltonian acts on a spin wavefunction as `2c` times the following operator: the sum
of the swaps of the hole spin with each electron spin, minus the identity. -/
theorem trionH_mulVec (c : ℝ) (ψ : Spins → ℂ) (a b h : Fin 2) :
    (trionH c *ᵥ ψ) (a, b, h) = 2 * c * (ψ (h, b, a) + ψ (a, h, b) - ψ (a, b, h)) := by
  have entry : ∀ a' b' h', trionH c (a, b, h) (a', b', h') =
      c * ((1 : Matrix (Fin 2) (Fin 2) ℂ) b b' * ∑ i, pauli i a a' * pauli i h h'
        + (1 : Matrix (Fin 2) (Fin 2) ℂ) a a' * ∑ i, pauli i b b' * pauli i h h') := by
    intro a' b' h'
    simp only [trionH, Matrix.smul_apply, Matrix.add_apply,
      Matrix.kroneckerMap_apply, smul_eq_mul, Fin.sum_univ_three]
    ring
  simp only [Matrix.mulVec, dotProduct, Fintype.sum_prod_type, entry, dirac_exchange]
  fin_cases a <;> fin_cases b <;> fin_cases h <;>
    simp [Fin.sum_univ_two, Matrix.one_apply, -mul_eq_mul_left_iff, -mul_eq_mul_right_iff] <;>
    ring

/-- If a matrix has a complete orthogonal family of nonzero eigenstates with integer
components, its characteristic polynomial is the product of `X - E` over their eigenvalues. -/
theorem charpoly_of_eigenstates {n : Type*} [Fintype n] [DecidableEq n]
    (A : Matrix n n ℂ) (v : n → n → ℤ) (N : n → ℤ) (E : n → ℂ) (hN : ∀ k, N k ≠ 0)
    (hv : ∀ k l, ∑ s, v k s * v l s = if k = l then N k else 0)
    (hA : ∀ k, A *ᵥ (fun s => (v k s : ℂ)) = E k • fun s => (v k s : ℂ)) :
    A.charpoly = ∏ k, (X - C (E k)) := by
  let P : Matrix n n ℂ := Matrix.of fun s k => (v k s : ℂ)
  let Q : Matrix n n ℂ := Matrix.of fun k s => (v k s : ℂ) / N k
  -- orthogonality makes Q the inverse of the matrix P of eigenstates
  have hQ : Q * P = 1 := by
    ext k l
    have h : ∑ s, (v k s : ℂ) * v l s = if k = l then (N k : ℂ) else 0 := by
      exact_mod_cast congrArg (Int.cast : ℤ → ℂ) (hv k l)
    have hNk : (N k : ℂ) ≠ 0 := by exact_mod_cast hN k
    calc (Q * P) k l = (∑ s, (v k s : ℂ) * v l s) / N k := by
          simp only [Q, P, Matrix.mul_apply, Matrix.of_apply, Finset.sum_div]
          exact Finset.sum_congr rfl fun s _ => by ring
      _ = (1 : Matrix n n ℂ) k l := by
          rw [h, Matrix.one_apply]
          split_ifs
          · exact div_self hNk
          · exact zero_div _
  have hP : P * Q = 1 := mul_eq_one_comm.mp hQ
  have hAP : A * P = P * Matrix.diagonal E := by
    ext s k
    rw [Matrix.mul_diagonal, Matrix.mul_apply]
    exact (congrFun (hA k) s).trans (mul_comm _ _)
  -- A is similar to the diagonal matrix of its eigenvalues
  have hsim : A = P * (Matrix.diagonal E * Q) := by
    rw [← Matrix.mul_assoc, ← hAP, Matrix.mul_assoc, hP, Matrix.mul_one]
  have hdiag : (Matrix.diagonal E).charmatrix = Matrix.diagonal fun k => X - C (E k) := by
    ext1 i j
    by_cases hij : i = j
    · subst hij
      simp [Matrix.charmatrix_apply_eq]
    · simp [Matrix.charmatrix_apply_ne, hij]
  rw [hsim, Matrix.charpoly_mul_comm, Matrix.mul_assoc, hQ, Matrix.mul_one,
    Matrix.charpoly, hdiag, Matrix.det_diagonal]

/-- The exciton exchange Hamiltonian has the eigenvalue `c` three times and `-3c` once,
counted in the characteristic polynomial. -/
theorem exciton_spectrum (c : ℝ) :
    (excitonH c).charpoly = (X - C (c : ℂ)) ^ 3 * (X + C (3 * (c : ℂ))) := by
  let ket (a h : Fin 2) : Fin 2 × Fin 2 → ℤ := Pi.single (a, h) 1
  let v (k : Fin 2 × Fin 2) : Fin 2 × Fin 2 → ℤ :=
    ![![ket 0 0, ket 0 1 + ket 1 0], ![ket 0 1 - ket 1 0, ket 1 1]] k.1 k.2
  let N (k : Fin 2 × Fin 2) : ℤ := ![![1, 2], ![2, 1]] k.1 k.2
  let E (k : Fin 2 × Fin 2) : ℤ := ![![1, 1], ![-3, 1]] k.1 k.2
  have hE : ∀ k a h, 2 * v k (h, a) - v k (a, h) = E k * v k (a, h) := by decide +kernel
  rw [charpoly_of_eigenstates _ v N (fun k => c * E k) (by decide +kernel) (by decide +kernel)]
  · simp only [Fintype.prod_prod_type, Fin.prod_univ_two, E, Matrix.cons_val_zero,
      Matrix.cons_val_one, Int.cast_one, Int.cast_neg, Int.cast_ofNat, map_mul, map_neg, map_one]
    ring
  · intro k
    ext ⟨a, h⟩
    have e : 2 * (v k (h, a) : ℂ) - v k (a, h) = E k * v k (a, h) := by
      exact_mod_cast congrArg (Int.cast : ℤ → ℂ) (hE k a h)
    rw [excitonH_mulVec]
    simp only [Pi.smul_apply, smul_eq_mul]
    linear_combination (c : ℂ) * e

/-- The trion exchange Hamiltonian has the eigenvalues `0` twice, `2c` four times and
`-4c` twice, counted in the characteristic polynomial. -/
theorem trion_spectrum (c : ℝ) :
    (trionH c).charpoly = X ^ 2 * (X - C (2 * (c : ℂ))) ^ 4 * (X + C (4 * (c : ℂ))) ^ 2 := by
  let ket (a b h : Fin 2) : Spins → ℤ := Pi.single (a, b, h) 1
  -- quartet, singlet and doublet states, with their squared norms and energies in units of c
  let v (k : Spins) : Spins → ℤ :=
    ![![![ket 0 0 0, ket 0 0 1 + ket 0 1 0 + ket 1 0 0],
        ![ket 0 1 0 - ket 1 0 0, ket 0 1 1 - ket 1 0 1]],
      ![![ket 0 0 1 + ket 0 0 1 - ket 0 1 0 - ket 1 0 0,
          ket 1 1 0 + ket 1 1 0 - ket 1 0 1 - ket 0 1 1],
        ![ket 1 1 0 + ket 1 0 1 + ket 0 1 1, ket 1 1 1]]] k.1 k.2.1 k.2.2
  let N (k : Spins) : ℤ := ![![![1, 3], ![2, 2]], ![![6, 6], ![3, 1]]] k.1 k.2.1 k.2.2
  let E (k : Spins) : ℤ := ![![![2, 2], ![0, 0]], ![![-4, -4], ![2, 2]]] k.1 k.2.1 k.2.2
  have hE : ∀ k a b h, 2 * (v k (h, b, a) + v k (a, h, b) - v k (a, b, h))
      = E k * v k (a, b, h) := by decide +kernel
  rw [charpoly_of_eigenstates _ v N (fun k => c * E k) (by decide +kernel) (by decide +kernel)]
  · simp only [Fintype.prod_prod_type, Fin.prod_univ_two, E, Matrix.cons_val_zero,
      Matrix.cons_val_one, Int.cast_zero, Int.cast_neg, Int.cast_ofNat, map_mul, map_neg,
      map_zero]
    ring
  · intro k
    ext ⟨a, b, h⟩
    have e : 2 * ((v k (h, b, a) : ℂ) + v k (a, h, b) - v k (a, b, h))
        = E k * v k (a, b, h) := by
      exact_mod_cast congrArg (Int.cast : ℤ → ℂ) (hE k a b h)
    rw [trionH_mulVec]
    simp only [Pi.smul_apply, smul_eq_mul]
    linear_combination (c : ℂ) * e

/-- The unnormalised singlet wavefunction of two electron spins, up-down minus down-up. -/
def singlet : Matrix (Fin 2) (Fin 2) ℂ := !![0, 1; -1, 0]

/-- For nonzero coupling, the wavefunctions that the trion exchange Hamiltonian sends to zero are
exactly the products of the electron singlet with an arbitrary hole spin amplitude. -/
theorem trion_zero_space (c : ℝ) (hc : c ≠ 0) (ψ : Spins → ℂ) :
    trionH c *ᵥ ψ = 0 ↔ ∃ φ : Fin 2 → ℂ, ∀ a b h, ψ (a, b, h) = singlet a b * φ h := by
  constructor
  · intro hψ
    have E : ∀ a b h, ψ (h, b, a) + ψ (a, h, b) - ψ (a, b, h) = 0 := by
      intro a b h
      have e : 2 * (c : ℂ) * (ψ (h, b, a) + ψ (a, h, b) - ψ (a, b, h)) = 0 := by
        rw [← trionH_mulVec, hψ]
        rfl
      exact (mul_eq_zero.mp e).resolve_left
        (mul_ne_zero two_ne_zero (Complex.ofReal_ne_zero.mpr hc))
    -- components with equal electron spins vanish, the others are antisymmetric
    have h000 : ψ (0, 0, 0) = 0 := by linear_combination E 0 0 0
    have h111 : ψ (1, 1, 1) = 0 := by linear_combination E 1 1 1
    have h001 : ψ (0, 0, 1) = 0 := by linear_combination E 0 1 0
    have h110 : ψ (1, 1, 0) = 0 := by linear_combination E 1 0 1
    have h100 : ψ (1, 0, 0) = -ψ (0, 1, 0) := by linear_combination E 0 0 1 + h001
    have h101 : ψ (1, 0, 1) = -ψ (0, 1, 1) := by linear_combination E 1 1 0 + h110
    refine ⟨fun h => ψ (0, 1, h), fun a b h => ?_⟩
    fin_cases a <;> fin_cases b <;> fin_cases h <;>
      simp [singlet, h000, h111, h001, h110, h100, h101]
  · rintro ⟨φ, hφ⟩
    ext ⟨a, b, h⟩
    have key : singlet h b * φ a + singlet a h * φ b - singlet a b * φ h = 0 := by
      fin_cases a <;> fin_cases b <;> fin_cases h <;> simp [singlet]
    rw [trionH_mulVec, hφ, hφ, hφ, key, mul_zero]
    rfl

end TrionExchange
```

```lean
#print axioms TrionExchange.trionH_isHermitian
-- 'TrionExchange.trionH_isHermitian' depends on axioms: [propext, Classical.choice, Quot.sound]
#print axioms TrionExchange.exciton_spectrum
-- 'TrionExchange.exciton_spectrum' depends on axioms: [propext, Classical.choice, Quot.sound]
#print axioms TrionExchange.trion_spectrum
-- 'TrionExchange.trion_spectrum' depends on axioms: [propext, Classical.choice, Quot.sound]
#print axioms TrionExchange.trion_zero_space
-- 'TrionExchange.trion_zero_space' depends on axioms: [propext, Classical.choice, Quot.sound]
```

### From the swap rule to the spectrum in Lean

`dirac_exchange` is the identity \(\sum_i\sigma_i\tau_i=2P-1\) written in matrix entries, and the proof checks all sixteen of them after `fin_cases` has separated the cases. `excitonH_mulVec` and `trionH_mulVec` insert it into the matrix–vector product and obtain the swap formulas above. From there on, the Pauli matrices are no longer needed for the spectra or the zero space.

`charpoly_of_eigenstates` is the step from a complete set of eigenstates to the characteristic polynomial, for any finite complex matrix `A`. The eigenstates `v k` have integer components and nonzero squared norms `N k`. They form the columns of the matrix `P`, which is not the swap \(P\) above, and `Q` contains the same vectors as rows, each divided by its squared norm. Orthogonality gives `Q * P = 1`, and the eigenvalue equations give `A * P = P * Matrix.diagonal E`. So `A` is similar to the diagonal matrix of its eigenvalues, and `Matrix.charpoly_mul_comm` carries the characteristic polynomial across.

The two spectrum theorems supply the states listed above without their square roots. This leaves only integers in the orthogonality relations and in the swap equations with \(c\) divided out, and `decide +kernel` verifies them by computation. The equations are then cast to complex numbers, and `linear_combination` restores the factor \(c\).

In `trion_zero_space`, the forward direction first cancels \(2c\), which is where `hc` enters. The facts `h000` to `h101` are then the six component equations solved above, in the same order. For the converse, `key` states that the swap bracket vanishes on a singlet times any `φ`, and it is checked for all eight spin configurations.
